# Weak binding in one dimension: the exponential trial state and the limit $-I^2/2$

Before a shallow one-dimensional well is put on a grid, the box length has to be chosen, and it should span several decay lengths of the state one expects to find. A quick estimate comes from a variational trial state $\sqrt{k}\,e^{-k|x|}$ in the position $x$, with decay constant $k>0$. In units $\hbar=m=1$, for a potential $cV(x)$ with integrable shape $V$, small coupling $c>0$ and integral $I=\int V\,dx<0$, one sets $k=c|I|$, reads off the length $1/k$, and takes $-c^2I^2/2$ as the energy scale. The result below supports this step for one particle on a line and a one-parameter family of trial states: at $k=-cI$ the trial energy divided by $c^2$ tends to $-I^2/2$ as $c$ decreases to zero, and so the trial energy is negative once $c$ is small enough.

## Model and conventions

Units are $\hbar=m=1$, and the Hamiltonian in mind is $H=-\tfrac12\,d^2/dx^2+cV(x)$. All integrals are Lebesgue integrals over the whole real line.

```lean
import Mathlib

open MeasureTheory Filter Topology Set

namespace WeakBindingExponentialTrial

noncomputable section
```

The trial state is
$$\psi_k(x)=\sqrt{k}\,e^{-k|x|},$$
a real, even function with a kink at the origin. In Lean `trial k x` is $\psi_k(x)$ and `trial k` is the function $\psi_k$.

```lean
/-- The trial state `√k exp(-k|x|)` with decay constant `k`. -/
def trial (k x : ℝ) : ℝ := Real.sqrt k * Real.exp (-k * |x|)
```

For a real state $\psi$ and a potential $W$ the energy is taken as a quadratic form, with density $\tfrac12\psi'(x)^2+W(x)\psi(x)^2$. This suits a state with a kink, since $\psi_k''$ has a delta contribution at the origin while $\psi_k'$ is bounded with a single jump. The derivative is Mathlib's pointwise `deriv`, and its value at the one point $x=0$ does not affect any integral.

```lean
/-- Energy density `ψ'²/2 + W ψ²` of a real state `ψ` in the potential `W` (`ħ = m = 1`). -/
def density (W ψ : ℝ → ℝ) (x : ℝ) : ℝ := (deriv ψ x) ^ 2 / 2 + W x * ψ x ^ 2
```

The energy is the integral of the density,
$$E[W,\psi]=\int\Big(\tfrac12\psi'^2+W\psi^2\Big)\,dx .$$
It is not divided by $\int\psi^2\,dx$, so it is the Rayleigh quotient when the state is normalised, as $\psi_k$ is for $k>0$. Mathlib gives the value $0$ to the integral of a non-integrable function, and for this reason the theorems on the norm and the energy state integrability next to the value. With $W=cV$, written `fun x => c * V x`, the trial energy is abbreviated $E(c,k)=E[cV,\psi_k]$.

```lean
/-- Energy of `ψ` in the potential `W`: the integral of the energy density over the line. -/
def energy (W ψ : ℝ → ℝ) : ℝ := ∫ x, density W ψ x
```

Two integrals of the potential enter. The first is its strength $I=\int V\,dx$.

```lean
/-- The strength `I = ∫ V` of the potential. -/
def strength (V : ℝ → ℝ) : ℝ := ∫ x, V x
```

The second is the damped integral
$$F(k)=\int V(x)\,e^{-2k|x|}\,dx ,$$
called `overlap V k`. At $k=0$ the damping factor is $1$ and $F(0)=I$.

```lean
/-- The damped integral `∫ V(x) exp(-2k|x|) dx` of the potential. -/
def overlap (V : ℝ → ℝ) (k : ℝ) : ℝ := ∫ x, V x * Real.exp (-2 * k * |x|)
```

Apart from the sign condition $I<0$ in two of the final theorems, the only assumption on the shape of the potential is `Integrable V`: $V$ agrees almost everywhere with a measurable function and $\int|V|\,dx<\infty$. It may change sign, be unbounded or lack any symmetry.

## Derivative and norm of the trial state

For $x\neq0$ the function $|x|$ has derivative $x/|x|=\pm1$, and the chain rule gives
$$\psi_k'(x)=\sqrt{k}\,\Big(-k\,\frac{x}{|x|}\Big)e^{-k|x|}=-k\,\frac{x}{|x|}\,\psi_k(x).$$
In the proof, `habs` treats $x<0$ and $x>0$ separately and identifies $x/|x|$ with $-1$ and $+1$. The line defining `h` is the chain rule read from the inside out: multiply by $-k$, exponentiate, multiply by $\sqrt{k}$.

```lean
/-- Away from the origin the trial state has derivative `-k (x/|x|) ψ(x)`. -/
theorem trial_hasDerivAt (k : ℝ) {x : ℝ} (hx : x ≠ 0) :
    HasDerivAt (trial k) (-k * (x / |x|) * trial k x) x := by
  have habs : HasDerivAt (fun y : ℝ => |y|) (x / |x|) x := by
    rcases lt_or_gt_of_ne hx with h | h
    · rw [abs_of_neg h, div_neg, div_self hx]
      exact hasDerivAt_abs_neg h
    · rw [abs_of_pos h, div_self hx]
      exact hasDerivAt_abs_pos h
  have h := ((habs.const_mul (-k)).exp).const_mul (Real.sqrt k)
  exact h.congr_deriv (by simp only [trial]; ring)
```

For $k\ge0$ one has $(\sqrt{k})^2=k$ and $e^{-k|x|}e^{-k|x|}=e^{-2k|x|}$, so the probability density is
$$\psi_k(x)^2=k\,e^{-2k|x|}.$$
The hypothesis `hk` is used once, in `Real.sq_sqrt hk`.

```lean
/-- For `k ≥ 0` the square of the trial state is `k exp(-2k|x|)`. -/
theorem trial_sq {k : ℝ} (hk : 0 ≤ k) (x : ℝ) :
    trial k x ^ 2 = k * Real.exp (-2 * k * |x|) := by
  have h : -2 * k * |x| = -k * |x| + -k * |x| := by ring
  rw [h, Real.exp_add, trial, mul_pow, Real.sq_sqrt hk]
  ring
```

For $k>0$ the density is even and decays, so
$$\int\psi_k^2\,dx=2k\int_0^\infty e^{-2kt}\,dt=2k\cdot\frac{1}{2k}=1 .$$
The folding onto the half line is `h1`, obtained from `integral_comp_abs`, and the half-line integral is `integral_exp_mul_Ioi`, which needs the negative rate `-2 * k < 0`. Integrability follows by contradiction: if $\psi_k^2$ were not integrable, `integral_undef` would turn the value just computed into $0=1$.

```lean
/-- For `k > 0` the trial state is square integrable and normalised. -/
theorem trial_normalised {k : ℝ} (hk : 0 < k) :
    Integrable (fun x => trial k x ^ 2) ∧ ∫ x, trial k x ^ 2 = 1 := by
  have hk' := hk.ne'
  -- an even function: twice the integral over the half line
  have h1 : ∫ x : ℝ, Real.exp (-2 * k * |x|)
      = 2 * ∫ t in Ioi (0 : ℝ), Real.exp (-2 * k * t) :=
    integral_comp_abs (f := fun t => Real.exp (-2 * k * t))
  have h : ∫ x, trial k x ^ 2 = 1 := by
    simp_rw [trial_sq hk.le]
    rw [integral_const_mul, h1, integral_exp_mul_Ioi (by linarith : -2 * k < 0)]
    simp only [mul_zero, Real.exp_zero]
    field_simp
  refine ⟨?_, h⟩
  by_contra hn
  rw [integral_undef hn] at h
  exact zero_ne_one h
```

## The trial energy

For $k\ge0$ the exponent $-2k|x|$ is never positive, so $0<e^{-2k|x|}\le1$ and
$$\big|V(x)\,e^{-2k|x|}\big|\le|V(x)|\qquad\text{for every }x .$$
The norm `‖V x‖` of a real number is its modulus. This bound is used twice, for the existence of $F(k)$ and for its limit.

```lean
/-- For `k ≥ 0` the damped potential `V exp(-2k|x|)` is bounded in modulus by `|V|`. -/
theorem damped_le (V : ℝ → ℝ) {k : ℝ} (hk : 0 ≤ k) (x : ℝ) :
    ‖V x * Real.exp (-2 * k * |x|)‖ ≤ ‖V x‖ := by
  rw [norm_mul]
  apply mul_le_of_le_one_right (norm_nonneg _)
  rw [Real.norm_of_nonneg (Real.exp_pos _).le, Real.exp_le_one_iff]
  have := mul_nonneg hk (abs_nonneg x)
  linarith
```

Let $k>0$ and let $c$ be any real number. For $x\ne0$, $(x/|x|)^2=1$ gives $\psi_k'^2=k^2\psi_k^2$, and the density becomes
$$\tfrac12\psi_k'^2+cV\psi_k^2=\frac{k^2}{2}\,\psi_k^2+ck\,V e^{-2k|x|}.$$
The first term is integrable because $\psi_k^2$ is, and the second because it is bounded by a multiple of $|V|$. Integrating term by term with $\int\psi_k^2\,dx=1$,
$$E(c,k)=\frac{k^2}{2}+ck\,F(k).$$
In Lean, `hpot` is the integrability of the damped potential, obtained by comparison with $|V|$ through `Integrable.mono'`. The statement `h0` says that almost every $x$ is nonzero, and `hae` is the displayed identity of densities as an equality almost everywhere. Its last step, `linear_combination`, checks that with $s=x/|x|$ the left side minus the right side equals
$$\frac{k^2}{2}\psi_k^2\,(s^2-1)+cV\,\big(\psi_k^2-k\,e^{-2k|x|}\big),$$
where the first bracket vanishes by `hs` and the second by `hT`. Both integrability and the value of the integral pass across an equality almost everywhere, by `hint.congr` and `integral_congr_ae`, and the closing rewrite splits the sum and inserts `hnorm`.

```lean
/-- For integrable `V` and `k > 0` the energy density of the trial state in the potential
`c V` is integrable, and the energy is `k²/2 + c k ∫ V exp(-2k|x|)`. -/
theorem energy_trial {V : ℝ → ℝ} (hV : Integrable V) (c : ℝ) {k : ℝ} (hk : 0 < k) :
    Integrable (density (fun x => c * V x) (trial k)) ∧
      energy (fun x => c * V x) (trial k) = k ^ 2 / 2 + c * k * overlap V k := by
  obtain ⟨hψ, hnorm⟩ := trial_normalised hk
  have hpot : Integrable (fun x => V x * Real.exp (-2 * k * |x|)) :=
    Integrable.mono' hV.norm
      (hV.aestronglyMeasurable.mul
        (by fun_prop : Continuous fun x : ℝ => Real.exp (-2 * k * |x|)).aestronglyMeasurable)
      (Eventually.of_forall (damped_le V hk.le))
  -- off the kink at the origin, ψ'² = k² ψ²
  have h0 : ∀ᵐ x : ℝ, x ≠ 0 := by simp [ae_iff]
  have hae : density (fun x => c * V x) (trial k) =ᵐ[volume] fun x =>
      k ^ 2 / 2 * trial k x ^ 2 + c * k * (V x * Real.exp (-2 * k * |x|)) := by
    filter_upwards [h0] with x hx
    have hs : (x / |x|) ^ 2 = 1 := by
      rw [div_pow, sq_abs, div_self (pow_ne_zero 2 hx)]
    have hT := trial_sq hk.le x
    simp only [density]
    rw [(trial_hasDerivAt k hx).deriv]
    linear_combination (k ^ 2 / 2 * trial k x ^ 2) * hs + c * V x * hT
  have hint : Integrable (fun x =>
      k ^ 2 / 2 * trial k x ^ 2 + c * k * (V x * Real.exp (-2 * k * |x|))) :=
    (hψ.const_mul _).add (hpot.const_mul _)
  refine ⟨hint.congr hae.symm, ?_⟩
  have hE : energy (fun x => c * V x) (trial k) = ∫ x,
      (k ^ 2 / 2 * trial k x ^ 2 + c * k * (V x * Real.exp (-2 * k * |x|))) :=
    integral_congr_ae hae
  rw [hE, integral_add (hψ.const_mul _) (hpot.const_mul _), integral_const_mul,
    integral_const_mul, hnorm, overlap, mul_one]
```

## The limit of a wide trial state

As $k$ decreases to zero the state spreads out and $e^{-2k|x|}\to1$ at each fixed $x$. The integrand of $F(k)$ therefore tends pointwise to $V(x)$, and for all $k>0$ it is dominated by the integrable function $|V|$. Dominated convergence allows the limit to be taken under the integral:
$$\lim_{k\downarrow0}F(k)=\int V\,dx=I .$$
The filter `𝓝[>] 0` expresses approach to zero through positive values, and `𝓝 (strength V)` is convergence to $I$. The majorant is passed as `fun x => ‖V x‖` and its integrability as `hV.norm`. The three remaining goals are the measurability of the integrand, the bound for $k>0$ from `damped_le`, and the pointwise limit, which follows from continuity of $k\mapsto V(x)e^{-2k|x|}$ at $k=0$.

```lean
/-- For integrable `V` the damped integral tends to the strength `∫ V` as `k` decreases
to zero. -/
theorem overlap_tendsto {V : ℝ → ℝ} (hV : Integrable V) :
    Tendsto (overlap V) (𝓝[>] 0) (𝓝 (strength V)) := by
  -- dominated convergence with majorant |V|
  refine tendsto_integral_filter_of_dominated_convergence (fun x => ‖V x‖) ?_ ?_ hV.norm ?_
  · exact Eventually.of_forall fun k => hV.aestronglyMeasurable.mul
      (by fun_prop : Continuous fun x : ℝ => Real.exp (-2 * k * |x|)).aestronglyMeasurable
  · filter_upwards [self_mem_nhdsWithin] with k hk
    exact Eventually.of_forall (damped_le V (le_of_lt hk))
  · refine Eventually.of_forall fun x => ?_
    have hc : Continuous fun k : ℝ => V x * Real.exp (-2 * k * |x|) := by fun_prop
    exact (hc.tendsto' 0 (V x) (by simp)).mono_left nhdsWithin_le_nhds
```

For small $k$ the energy is close to $k^2/2+ckI$. The two terms are of the same order when $k$ is proportional to $c$, so put $k=\alpha c$ with a fixed ratio $\alpha>0$. For $c>0$ the energy formula applies and
$$\frac{E(c,\alpha c)}{c^2}=\frac{\alpha^2c^2/2+\alpha c^2F(\alpha c)}{c^2}=\frac{\alpha^2}{2}+\alpha F(\alpha c)\;\longrightarrow\;\frac{\alpha^2}{2}+\alpha I\qquad(c\downarrow0).$$
No sign of $I$ is assumed here. The step `hk` shows that $\alpha c$ tends to zero and stays positive, which is what composition with `overlap_tendsto` requires. Then `h` is the limit of $\alpha^2/2+\alpha F(\alpha c)$, and `h.congr'` replaces this expression by $E(c,\alpha c)/c^2$, which agrees with it for all $c>0$.

```lean
/-- For integrable `V` with `I = ∫ V` and decay constant `k = α c`, `α > 0`, the trial energy in `c V` divided by `c²` tends
to `α²/2 + α I` as the coupling `c` decreases to zero. -/
theorem scaled_energy_tendsto {V : ℝ → ℝ} (hV : Integrable V) {α : ℝ} (hα : 0 < α) :
    Tendsto (fun c => energy (fun x => c * V x) (trial (α * c)) / c ^ 2) (𝓝[>] 0)
      (𝓝 (α ^ 2 / 2 + α * strength V)) := by
  -- k = α c decreases to zero together with c
  have hk : Tendsto (fun c : ℝ => α * c) (𝓝[>] 0) (𝓝[>] 0) := by
    refine tendsto_nhdsWithin_iff.mpr ⟨?_, ?_⟩
    · exact ((by fun_prop : Continuous fun c : ℝ => α * c).tendsto' 0 0 (by simp)).mono_left
        nhdsWithin_le_nhds
    · filter_upwards [self_mem_nhdsWithin] with c hc
      exact mul_pos hα hc
  have h := (((overlap_tendsto hV).comp hk).const_mul α).const_add (α ^ 2 / 2)
  refine h.congr' ?_
  filter_upwards [self_mem_nhdsWithin] with c hc
  have hc' : 0 < c := hc
  show α ^ 2 / 2 + α * overlap V (α * c)
    = energy (fun x => c * V x) (trial (α * c)) / c ^ 2
  rw [(energy_trial hV c (mul_pos hα hc')).2, eq_div_iff (pow_pos hc' 2).ne']
  ring
```

## Weak binding

Now assume $I<0$, the hypothesis `hI`. Then $\alpha=-I$ is positive, the decay constant is $k=-cI=c|I|$, and the limit is
$$\frac{(-I)^2}{2}+(-I)\,I=-\frac{I^2}{2}.$$
Read in words, `weak_binding` says: for every integrable $V$ with $I<0$, the quotient $E(c,-cI)/c^2$ tends to $-I^2/2$ as $c$ decreases to zero. The expression `-(strength V) ^ 2 / 2` is $-(I^2)/2$, with the square taken before the sign, and `-c * strength V` is $(-c)I$. The proof applies `scaled_energy_tendsto` with $\alpha=-I$; `e` reorders the product in the decay constant and `e2` is the displayed arithmetic. In ordinary units the decay constant is $mc|I|/\hbar^2$ and the limit of the quotient is $-mI^2/(2\hbar^2)$.

```lean
/-- For integrable `V` with `I = ∫ V < 0`, the trial energy in `c V` at
`k = -c I`, divided by `c²`, tends to `-I²/2` as `c` decreases to zero. -/
theorem weak_binding {V : ℝ → ℝ} (hV : Integrable V) (hI : strength V < 0) :
    Tendsto (fun c => energy (fun x => c * V x) (trial (-c * strength V)) / c ^ 2) (𝓝[>] 0)
      (𝓝 (-(strength V) ^ 2 / 2)) := by
  have h := scaled_energy_tendsto hV (neg_pos.mpr hI)
  have e : ∀ c : ℝ, -c * strength V = -strength V * c := fun c => by ring
  have e2 : -(strength V) ^ 2 / 2
      = (-strength V) ^ 2 / 2 + -strength V * strength V := by ring
  rw [e2]
  exact h.congr fun c => by simp only [e c]
```

The choice $\alpha=-I$ is the best among the scalings $k=\alpha c$. If $L$ is the limit of $E(c,\alpha c)/c^2$, then $L=\alpha^2/2+\alpha I$, and completing the square gives
$$L+\frac{I^2}{2}=\frac{(\alpha+I)^2}{2}\ge0 ,$$
with equality exactly when $\alpha=-I$. The theorem takes $L$ as any number to which the quotient converges, the hypothesis `hL`, and `tendsto_nhds_unique` identifies it with $\alpha^2/2+\alpha I$. The inequality comes from `sq_nonneg (α + strength V)`; for the equivalence, `h2` shows that the square vanishes, and the converse is substitution. The sign of $I$ is left free. When $I\ge0$ no positive $\alpha$ equals $-I$, so the inequality is then strict. The comparison is between limits along lines $k=\alpha c$, and at a given $c>0$ the minimum of $E(c,k)$ over $k$ may lie at another value than $-cI$.

```lean
/-- For integrable `V` with `I = ∫ V` and any scaling `k = α c` with `α > 0`, the limit as
`c` decreases to zero of the trial energy in `c V` over `c²` is at
least `-I²/2`, with equality exactly when `α = -I`. -/
theorem optimal_scale {V : ℝ → ℝ} (hV : Integrable V) {α L : ℝ} (hα : 0 < α)
    (hL : Tendsto (fun c => energy (fun x => c * V x) (trial (α * c)) / c ^ 2) (𝓝[>] 0)
      (𝓝 L)) :
    -(strength V) ^ 2 / 2 ≤ L ∧ (L = -(strength V) ^ 2 / 2 ↔ α = -strength V) := by
  have hL' := tendsto_nhds_unique hL (scaled_energy_tendsto hV hα)
  -- complete the square: L + I²/2 = (α + I)²/2
  refine ⟨by nlinarith [sq_nonneg (α + strength V)], fun h => ?_, fun h => ?_⟩
  · have h2 : (α + strength V) ^ 2 = 0 := by linear_combination 2 * h - 2 * hL'
    have h3 := pow_eq_zero_iff (two_ne_zero) |>.mp h2
    linarith
  · rw [hL', h]
    ring
```

For $I<0$ the limit $-I^2/2$ is strictly negative. A function that converges to a negative number is negative close to the limit point, so there is a $c_0>0$ with $E(c,-cI)/c^2<0$ for $0<c<c_0$, and multiplying by $c^2>0$ gives $E(c,-cI)<0$. For such $c$ the decay constant $-cI$ is positive, so the normalisation and the integrability of the density hold as well. The quantifier `∀ᶠ c in 𝓝[>] (0 : ℝ)` means precisely "for all $c$ in some interval $(0,c_0)$". In the proof `hneg` is the sign of the limit, `eventually_lt_const` gives the negative quotient, `hk` is $-cI>0$, and `div_lt_iff₀` clears the denominator.

```lean
/-- For integrable `V` with `I = ∫ V < 0` and all small `c > 0`, the trial state with
`k = -c I` is normalised, has integrable energy density in `c V` and negative energy. -/
theorem eventually_negative {V : ℝ → ℝ} (hV : Integrable V) (hI : strength V < 0) :
    ∀ᶠ c in 𝓝[>] (0 : ℝ), ∫ x, trial (-c * strength V) x ^ 2 = 1 ∧
      Integrable (density (fun x => c * V x) (trial (-c * strength V))) ∧
      energy (fun x => c * V x) (trial (-c * strength V)) < 0 := by
  have hneg : -(strength V) ^ 2 / 2 < 0 := by
    have := pow_pos (neg_pos.mpr hI) 2
    nlinarith
  filter_upwards [(weak_binding hV hI).eventually_lt_const hneg, self_mem_nhdsWithin]
    with c h hc
  have hc' : 0 < c := hc
  have hk : 0 < -c * strength V := by nlinarith [mul_pos hc' (neg_pos.mpr hI)]
  refine ⟨(trial_normalised hk).2, (energy_trial hV c hk).1, ?_⟩
  have := (div_lt_iff₀ (pow_pos hc' 2)).mp h
  linarith

end

end WeakBindingExponentialTrial
```

```lean
#print axioms WeakBindingExponentialTrial.weak_binding
#print axioms WeakBindingExponentialTrial.optimal_scale
#print axioms WeakBindingExponentialTrial.eventually_negative
```

```
'WeakBindingExponentialTrial.weak_binding' depends on axioms: [propext, Classical.choice, Quot.sound]
'WeakBindingExponentialTrial.optimal_scale' depends on axioms: [propext, Classical.choice, Quot.sound]
'WeakBindingExponentialTrial.eventually_negative' depends on axioms: [propext, Classical.choice, Quot.sound]
```

## Scope

The theorems concern the energy of the states $\psi_k$ and nothing else. They contain no operator $H$, no spectrum and no eigenfunction. In the usual reading, the variational principle makes $E(c,-cI)$ an upper bound on the bottom of the spectrum, and a negative bound lies below the continuum that starts at zero, which signals a bound state; those two steps belong to spectral theory and begin where `eventually_negative` ends. The limit $-I^2/2$ likewise describes the trial energy. It bounds the ground-state energy divided by $c^2$ from above only in the limit $c\downarrow0$; at a given $c$ the value $-c^2I^2/2$ need not be an upper bound. A matching lower bound is a separate matter.

The threshold $c_0$ depends on $V$ and is not made explicit, and no rate of convergence is given, so the theorems do not tell how small $c$ must be before $-c^2I^2/2$ is accurate for a particular well. The potential is a real function, which leaves out delta potentials. The borderline case $I=0$ is excluded from `weak_binding` and `eventually_negative`, because the decay constant $-cI$ would vanish. The setting is one particle in one dimension.

## Fixed coupling

The energy formula and the limit of $F$ also give a statement in which $c$ is not small. Fix any $c>0$, keep $I<0$, and let $k$ alone decrease to zero. Dividing the energy by $k$,
$$\frac{E(c,k)}{k}=\frac{k}{2}+cF(k)\;\longrightarrow\;cI<0\qquad(k\downarrow0),$$
so $E(c,k)<0$ for all sufficiently small $k>0$. A normalised trial state of negative energy thus exists at every positive coupling, with a decay constant that this argument does not tie to $cI$. This variant is derived here on paper and is not among the theorems above.
